# A residual bound for linear mixing with step 1/L when the operator's spectrum lies in [0, L]

Linear mixing looks for a solution of E x = b by repeatedly adding to the current x its residual b − E x, scaled here by a fixed step 1/L. The theorem `residual_le_rate` takes a finite-dimensional real inner product space, L > 0 and a symmetric E with 0 ≤ ⟨x, E x⟩ ≤ L‖x‖² for all x, and assumes that a solution p exists. It states that after n steps the norm of the residual is at most L · nⁿ/(n+1)ⁿ⁺¹ · ‖x₀ − p‖, where x₀ is the starting point and 0⁰ counts as 1. The proof expands the residual and the initial error in an orthonormal eigenbasis of E and compares them component by component, using a bound on t(1 − t)ⁿ for each scaled eigenvalue t = μ/L.

This version doesn't compile in Lean 4 with Mathlib:

```lean
import Mathlib

open scoped InnerProductSpace

namespace ResidualDecay

noncomputable section

variable {V : Type*} [NormedAddCommGroup V] [InnerProductSpace ℝ V]

/-- Linear mixing for `E x = b` with step `1 / L`, started from `x₀`. -/
def mixing (E : V →ₗ[ℝ] V) (b : V) (L : ℝ) (x₀ : V) : ℕ → V
  | 0 => x₀
  | n + 1 => mixing E b L x₀ n + (1 / L) • (b - E (mixing E b L x₀ n))

/-- The decay factor `n ^ n / (n + 1) ^ (n + 1)`. -/
def rate (n : ℕ) : ℝ := (n : ℝ) ^ n / ((n : ℝ) + 1) ^ (n + 1)

/-- One mixing step acts on the error as `1 - E / L`. -/
theorem error_step {E : V →ₗ[ℝ] V} {b p : V} (hp : E p = b) (L : ℝ) (x₀ : V) (n : ℕ) :
    mixing E b L x₀ (n + 1) - p =
      (mixing E b L x₀ n - p) - (1 / L) • E (mixing E b L x₀ n - p) := by
  rw [map_sub, hp]
  simp only [mixing]
  module

/-- For symmetric `E` and a solution `p` of `E p = b`, the residual component along an eigenvector
of `E` with eigenvalue `μ` is the initial error component times `-μ (1 - μ / L) ^ n`. -/
theorem mode_residual {E : V →ₗ[ℝ] V} (hE : E.IsSymmetric) {b p v : V} (hp : E p = b)
    {μ : ℝ} (hv : E v = μ • v) (L : ℝ) (x₀ : V) (n : ℕ) :
    ⟪v, b - E (mixing E b L x₀ n)⟫_ℝ = -(μ * (1 - μ / L) ^ n * ⟪v, x₀ - p⟫_ℝ) := by
  have hin : ∀ y, ⟪v, E y⟫_ℝ = μ * ⟪v, y⟫_ℝ := fun y => by
    rw [← hE v y, hv, real_inner_smul_left]
  -- the error component is multiplied by the same factor in every step
  have herr : ⟪v, mixing E b L x₀ n - p⟫_ℝ = (1 - μ / L) ^ n * ⟪v, x₀ - p⟫_ℝ := by
    induction n with
    | zero => simp [mixing]
    | succ k ih =>
      rw [error_step hp, inner_sub_right, real_inner_smul_right, hin, ih]
      ring
  have hr : b - E (mixing E b L x₀ n) = -E (mixing E b L x₀ n - p) := by
    rw [map_sub, hp, neg_sub]
  rw [hr, inner_neg_right, hin, herr]
  ring

/-- A weighted inequality between powers of two nonnegative numbers. -/
theorem weighted_power_bound {a w : ℝ} (ha : 0 ≤ a) (hw : 0 ≤ w) (k : ℕ) :
    ((k : ℝ) + 1) * w ^ k * a - (k : ℝ) * w ^ (k + 1) ≤ a ^ (k + 1) := by
  induction k with
  | zero => simp
  | succ k ih =>
    have h2 : 0 ≤ ((k : ℝ) + 1) * w ^ k * (a - w) ^ 2 := by positivity
    have h3 := add_nonneg (mul_nonneg ha (sub_nonneg.2 ih)) h2
    -- the new gap is `a` times the old gap plus a nonnegative multiple of a square
    have key : a ^ (k + 1 + 1) - ((((k + 1 : ℕ) : ℝ) + 1) * w ^ (k + 1) * a
        - ((k + 1 : ℕ) : ℝ) * w ^ (k + 1 + 1)) =
        a * (a ^ (k + 1) - (((k : ℝ) + 1) * w ^ k * a - (k : ℝ) * w ^ (k + 1)))
          + ((k : ℝ) + 1) * w ^ k * (a - w) ^ 2 := by
      push_cast
      ring
    rw [← key] at h3
    exact sub_nonneg.1 h3

/-- For a scaled eigenvalue `t` not exceeding 1, the factor `t (1 - t) ^ n` is at most
`rate n`. -/
theorem mode_bound (n : ℕ) {t : ℝ} (h1 : t ≤ 1) :
    t * (1 - t) ^ n ≤ rate n := by
  unfold rate
  rw [le_div_iff₀ (by positivity)]
  rcases Nat.eq_zero_or_pos n with rfl | hn
  · simpa using h1
  have hn' : (0 : ℝ) < n := by exact_mod_cast hn
  have hw : 0 ≤ ((n : ℝ) + 1) * (1 - t) := mul_nonneg (by positivity) (by linarith)
  have h := weighted_power_bound hn'.le hw n
  refine le_of_mul_le_mul_left ?_ hn'
  calc (n : ℝ) * (t * (1 - t) ^ n * ((n : ℝ) + 1) ^ (n + 1))
      = ((n : ℝ) + 1) * (((n : ℝ) + 1) * (1 - t)) ^ n * n
          - (n : ℝ) * (((n : ℝ) + 1) * (1 - t)) ^ (n + 1) := by
        simp only [mul_pow, pow_succ]
        ring
    _ ≤ (n : ℝ) ^ (n + 1) := h
    _ = (n : ℝ) * (n : ℝ) ^ n := by rw [pow_succ']

/-- In finite dimension, for symmetric positive semidefinite `E` bounded by `L`, the norm of the
residual after `n` mixing steps is at most `L * rate n` times the initial distance to any solution
`p`. -/
theorem residual_le_rate [FiniteDimensional ℝ V] {E : V →ₗ[ℝ] V} (hE : E.IsSymmetric)
    (hpos : ∀ x, 0 ≤ ⟪x, E x⟫_ℝ) {L : ℝ} (hL : 0 < L)
    (hbd : ∀ x, ⟪x, E x⟫_ℝ ≤ L * ‖x‖ ^ 2) {b p : V} (hp : E p = b) (x₀ : V) (n : ℕ) :
    ‖b - E (mixing E b L x₀ n)‖ ≤ L * rate n * ‖x₀ - p‖ := by
  have hrate : 0 ≤ rate n := by unfold rate; positivity
  let B := hE.eigenvectorBasis rfl
  refine (sq_le_sq₀ (norm_nonneg _) (by positivity)).1 ?_
  -- compare the two vectors component by component in the eigenbasis
  rw [mul_pow, ← B.sum_sq_norm_inner_right (b - E (mixing E b L x₀ n)),
    ← B.sum_sq_norm_inner_right (x₀ - p), Finset.mul_sum]
  refine Finset.sum_le_sum fun i _ => ?_
  obtain ⟨μ, hv⟩ : ∃ μ : ℝ, E (B i) = μ • B i :=
    ⟨hE.eigenvalues rfl i, by simpa using hE.apply_eigenvectorBasis rfl i⟩
  have hμ : ⟪B i, E (B i)⟫_ℝ = μ := by
    rw [hv, real_inner_smul_right, real_inner_self_eq_norm_sq, B.orthonormal.1 i]
    ring
  have hμ0 : 0 ≤ μ := hμ ▸ hpos (B i)
  have hμL : μ ≤ L := by
    have h := hbd (B i)
    rw [hμ, B.orthonormal.1 i] at h
    linarith
  have ht0 : 0 ≤ μ / L := div_nonneg hμ0 hL.le
  have ht1 : μ / L ≤ 1 := (div_le_one hL).2 hμL
  have hg : μ * (1 - μ / L) ^ n = L * (μ / L * (1 - μ / L) ^ n) := by
    rw [← mul_assoc, mul_div_cancel₀ μ hL.ne']
  have hg0 : 0 ≤ μ * (1 - μ / L) ^ n :=
    mul_nonneg hμ0 (pow_nonneg (by linarith) n)
  have hg1 : μ * (1 - μ / L) ^ n ≤ L * rate n := by
    rw [hg]
    exact mul_le_mul_of_nonneg_left (mode_bound n ht0 ht1) hL.le
  rw [mode_residual hE hp hv, norm_neg, norm_mul, Real.norm_of_nonneg hg0, mul_pow]
  exact mul_le_mul_of_nonneg_right (pow_le_pow_left₀ hg0 hg1 2) (sq_nonneg _)

end

end ResidualDecay
```

The compiler's answer:

```
Main.lean:99:30: error: Type mismatch: After simplification, term
  LinearMap.IsSymmetric.apply_eigenvectorBasis hE rfl i
 has type
  True
but is expected to have type
  E (B i) = hE.eigenvalues ⋯ i • B i
Main.lean:116:37: error: Function expected at
  mode_bound n ?m.500
but this term has type
  ?m.499 * (1 - ?m.499) ^ n ≤ rate n

Note: Expected a function because this term is being applied to the argument
  ht1
Main.lean:116:50: error: Application type mismatch: The argument
  ht0
has type
  0 ≤ μ / L
but is expected to have type
  ?m.499 ≤ 1
in the application
  mode_bound n ht0
```

Diagnosis. The first error comes from `simpa`, which simplifies the supplied fact as well as the goal. `apply_eigenvectorBasis` is itself a simp lemma, so simp used it to rewrite its own statement to `True`, and nothing was left to prove the goal with. The goal did not simplify in the same way, because it speaks of `B i` and simp does not unfold the local definition `B` by default. The repair gives the lemma directly as the proof. Lean then compares the two statements up to definitional equality, which sees through `B`, and the `_` lets it read the eigenvalue off the lemma.

The other two errors have one cause. Besides `n`, `mode_bound` takes a single explicit argument, a proof of `t ≤ 1`. The call put `ht0`, a proof of `0 ≤ μ / L`, in that place and left `ht1` as one argument too many. The repair passes only `ht1`. Deleting `ht0`, which is then unused, is mere tidying.

The change, after which it compiles:

```diff
@@ -97,5 +97,5 @@
   refine Finset.sum_le_sum fun i _ => ?_
   obtain ⟨μ, hv⟩ : ∃ μ : ℝ, E (B i) = μ • B i :=
-    ⟨hE.eigenvalues rfl i, by simpa using hE.apply_eigenvectorBasis rfl i⟩
+    ⟨_, hE.apply_eigenvectorBasis rfl i⟩
   have hμ : ⟪B i, E (B i)⟫_ℝ = μ := by
     rw [hv, real_inner_smul_right, real_inner_self_eq_norm_sq, B.orthonormal.1 i]
@@ -106,5 +106,5 @@
     rw [hμ, B.orthonormal.1 i] at h
     linarith
-  have ht0 : 0 ≤ μ / L := div_nonneg hμ0 hL.le
+
   have ht1 : μ / L ≤ 1 := (div_le_one hL).2 hμL
   have hg : μ * (1 - μ / L) ^ n = L * (μ / L * (1 - μ / L) ^ n) := by
@@ -114,5 +114,5 @@
   have hg1 : μ * (1 - μ / L) ^ n ≤ L * rate n := by
     rw [hg]
-    exact mul_le_mul_of_nonneg_left (mode_bound n ht0 ht1) hL.le
+    exact mul_le_mul_of_nonneg_left (mode_bound n ht1) hL.le
   rw [mode_residual hE hp hv, norm_neg, norm_mul, Real.norm_of_nonneg hg0, mul_pow]
   exact mul_le_mul_of_nonneg_right (pow_le_pow_left₀ hg0 hg1 2) (sq_nonneg _)
```
